# Sharp ripple bound for the gain of equally spaced, equally strong Lorentzian lines

## Ripples that are not physics

A gain spectrum computed from discrete transitions can show peaks that belong to the mesh and not to the material. If the lines are narrow compared with their spacing, the spectrum rises at each transition and sags in between. Repeating the calculation on a finer mesh can expose such peaks; an error bound can guarantee in advance that a mesh is fine enough.

Take non-interacting transitions at energies $nd$, for all integers $n$, with equal strength and half-width $w$. The Lorentzian shape is postulated; it stands for a polarisation that decays exponentially by dephasing. Each line has area $d$ and there is one line per interval $d$, so the continuum value of the gain is 1. The results below say how small the spacing $d$ of this idealised ladder must be to keep the ripple within a given tolerance.

## The statement and its Lean form

For $d,w>0$ and every real $x$,
$$g(x)=\sum_{n\in\mathbb Z}\frac{d\,w/\pi}{(x-nd)^2+w^2},\qquad |g(x)-1|\le\frac{2}{e^{2\pi w/d}-1},$$
with equality at $x=0$.

In the file, `lorentzian w E` is the line at detuning $E$, and `gainComb d w x` is $g(x)$. All energies are real numbers in a common unit, and `n : ℤ` labels the transitions. There are three main theorems:

- `hasSum_gainComb` says that the series converges and gives its closed form.
- `gain_ripple` gives the bound at every $x$ and the signed value $g(0)-1$, so the extreme deviation is an excess.
- `smooth_gain_iff` says that, for $\varepsilon>0$, the ripple stays within $\varepsilon$ at every energy exactly when $d\le 2\pi w/\log(1+2/\varepsilon)$.

The model has no band edge, occupation factors or energy-dependent matrix elements. A uniform $k$-mesh on a parabolic band gives unequal energy spacings, to which the theorems do not apply directly.

## From poles to a closed form

Put $z=(x+iw)/d$. Each term of the sum is
$$\frac1\pi\,\frac{w/d}{(x/d-n)^2+(w/d)^2}=-\frac1\pi\operatorname{Im}\frac1{z-n}.$$
The partial-fraction series
$$\pi\cot\pi z=\frac1z+\sum_{n\ge1}\left(\frac1{z-n}+\frac1{z+n}\right)$$
therefore gives $g(x)=-\operatorname{Im}\cot\pi z$.

Write $\pi z=\alpha+i\beta$. Then
$$\sin\pi z=\sin\alpha\cosh\beta+i\cos\alpha\sinh\beta,$$
$$\cos\pi z=\cos\alpha\cosh\beta-i\sin\alpha\sinh\beta.$$
Hence $\operatorname{Im}(\cos\pi z\,\overline{\sin\pi z})=-\sinh\beta\cosh\beta=-\tfrac12\sinh2\beta$, and $|\sin\pi z|^2=\tfrac12(\cosh2\beta-\cos2\alpha)$. With $a=2\beta=2\pi w/d$,
$$g(x)=\frac{\sinh a}{\cosh a-\cos(2\pi x/d)}.$$

## Ripple and mesh

The closed form increases with the cosine, so its extremes lie at cosine $\pm1$:
$$\frac{\sinh a}{\cosh a-1}=1+\frac2{e^a-1},\qquad \frac{\sinh a}{\cosh a+1}=1-\frac2{e^a+1}.$$
The excess on a transition is larger than the deficit midway between two, which gives the bound. Requiring $2/(e^a-1)\le\varepsilon$ means $e^a\ge1+2/\varepsilon$; taking logarithms gives the mesh criterion. At $d=2w$ the ripple is about 9%, and at $d=w$ about 0.4%.

In the limit $w/d\to0$, the peak $g(0)=\coth(\pi w/d)$ approaches $d/(\pi w)$, the height of a single isolated line.

## The Lean file

```lean
import Mathlib

open scoped Real

namespace LorentzianGainComb

noncomputable section

/-- The Lorentzian line of half-width `w > 0` at detuning `E`, normalised to unit area. -/
def lorentzian (w E : ℝ) : ℝ := (w / π) / (E ^ 2 + w ^ 2)

/-- The gain at energy `x` from equally strong transitions at all integer multiples of `d > 0`, each
broadened to half-width `w > 0`, in units of the continuum value. -/
def gainComb (d w x : ℝ) : ℝ := ∑' n : ℤ, d * lorentzian w (x - n * d)

/-- For `v > 0` the Lorentzian tails of equally spaced lines have a convergent sum. -/
theorem summable_lines (u : ℝ) {v : ℝ} (hv : 0 < v) :
    Summable fun n : ℤ => v / ((u - n) ^ 2 + v ^ 2) := by
  have h1 : Summable fun n : ℤ => 1 / (n : ℝ) ^ 2 :=
    Real.summable_one_div_int_pow.2 (by norm_num)
  have h2 := (hasSum_ite_eq (0 : ℤ) (v / (u ^ 2 + v ^ 2))).summable
  refine Summable.of_nonneg_of_le (fun n => by positivity) (fun n => ?_)
    ((h1.mul_left (2 * (v + u ^ 2 / v))).add h2)
  by_cases hn : n = 0
  · subst hn
    simp
  · have hn' : (n : ℝ) ≠ 0 := Int.cast_ne_zero.2 hn
    have hn2 : 0 < (n : ℝ) ^ 2 := by positivity
    have hr : u ^ 2 / v * v = u ^ 2 := div_mul_cancel₀ _ hv.ne'
    have hr0 : 0 ≤ u ^ 2 / v := by positivity
    rw [if_neg hn, add_zero, mul_one_div, div_le_div_iff₀ (by positivity) hn2]
    generalize u ^ 2 / v = r at hr hr0 ⊢
    have p1 : 0 ≤ v * (2 * u - n) ^ 2 := by positivity
    have p2 : 0 ≤ r * (u - n) ^ 2 := by positivity
    have p3 : 0 ≤ v ^ 3 := by positivity
    linarith [show 2 * (v + r) * ((u - n) ^ 2 + v ^ 2) - v * (n : ℝ) ^ 2
      = v * (2 * u - n) ^ 2 + 2 * (r * (u - n) ^ 2) + 2 * v ^ 3 by
        linear_combination 2 * v * hr]

/-- Lines at all integers, seen from a complex energy `z` in the upper half-plane, add up to
minus the imaginary part of `π cot (π z)`. -/
theorem hasSum_lines (z : ℂ) (hz : 0 < z.im) :
    HasSum (fun n : ℤ => z.im / ((z.re - n) ^ 2 + z.im ^ 2))
      (-((π : ℂ) * Complex.cot (π * z)).im) := by
  have F := summable_lines z.re hz
  obtain ⟨R, hR⟩ : ∃ R : ℤ → ℂ, ∀ m, R m = 1 / (z - m) := ⟨_, fun _ => rfl⟩
  -- each line is minus the imaginary part of a simple pole
  have hI : ∀ m : ℤ, z.im / ((z.re - m) ^ 2 + z.im ^ 2) = -(R m).im := fun m => by
    rw [hR, one_div, Complex.inv_im, Complex.normSq_apply]
    simp only [Complex.sub_re, Complex.sub_im, Complex.intCast_re, Complex.intCast_im, sub_zero]
    ring
  have hN : ∀ m : ℤ, ‖R m‖ ^ 2 = -(R m).im / z.im := fun m => by
    rw [← hI, hR, Complex.sq_norm, one_div, map_inv₀, Complex.normSq_apply]
    simp only [Complex.sub_re, Complex.sub_im, Complex.intCast_re, Complex.intCast_im, sub_zero]
    rw [div_right_comm, div_self hz.ne', one_div, ← sq, ← sq]
  have hm : ∀ m : ℤ, (z - m) * R m = 1 := fun m => by
    rw [hR]
    exact mul_one_div_cancel fun h => hz.ne' (by simpa using congrArg Complex.im h)
  simp only [hI] at F ⊢
  obtain ⟨P, hP⟩ := F.comp_injective (i := fun n : ℕ => (n : ℤ) + 1) (fun a b h => by
    have h' : (a : ℤ) + 1 = (b : ℤ) + 1 := h
    omega)
  obtain ⟨Q, hQ⟩ := F.comp_injective (i := fun n : ℕ => -((n : ℤ) + 1)) (fun a b h => by
    have h' : -((a : ℤ) + 1) = -((b : ℤ) + 1) := h
    omega)
  have hT : ∀ n : ℕ, 1 / (z - ((n : ℂ) + 1)) + 1 / (z + ((n : ℂ) + 1))
      = R ((n : ℤ) + 1) + R (-((n : ℤ) + 1)) := fun n => by
    rw [hR, hR]
    push_cast
    ring
  -- two opposite poles together decay like the Lorentzians themselves
  have hS : Summable fun n : ℕ => 1 / (z - ((n : ℂ) + 1)) + 1 / (z + ((n : ℂ) + 1)) := by
    refine Summable.of_norm_bounded
      ((hP.summable.add hQ.summable).mul_left (‖2 * z‖ / (2 * z.im))) (fun n => ?_)
    have h1 := hm ((n : ℤ) + 1)
    have h2 := hm (-((n : ℤ) + 1))
    rw [Int.cast_neg] at h2
    have e : R ((n : ℤ) + 1) + R (-((n : ℤ) + 1))
        = 2 * z * (R ((n : ℤ) + 1) * R (-((n : ℤ) + 1))) := by
      linear_combination (-R (-((n : ℤ) + 1))) * h1 - R ((n : ℤ) + 1) * h2
    rw [hT, e, norm_mul (2 * z), norm_mul (R _)]
    refine (mul_le_mul_of_nonneg_left (b := ‖R ((n : ℤ) + 1)‖ * ‖R (-((n : ℤ) + 1))‖)
      (c := (‖R ((n : ℤ) + 1)‖ ^ 2 + ‖R (-((n : ℤ) + 1))‖ ^ 2) / 2)
      (by nlinarith [sq_nonneg (‖R ((n : ℤ) + 1)‖ - ‖R (-((n : ℤ) + 1))‖)])
      (norm_nonneg _)).trans (le_of_eq ?_)
    rw [hN, hN]
    simp only [Function.comp_apply]
    ring
  have hzc : z ∈ Complex.integerComplement := by
    show ¬ ∃ n : ℤ, (n : ℂ) = z
    rintro ⟨n, hn⟩
    rw [← hn, Complex.intCast_im] at hz
    exact lt_irrefl _ hz
  -- imaginary part of the partial-fraction series of the cotangent
  have hC := Complex.imCLM.hasSum hS.hasSum
  rw [← cot_series_rep' hzc] at hC
  have hU := hC.unique ((hP.add hQ).neg.congr_fun fun n => by
    simp only [Function.comp_apply, Complex.imCLM_apply]
    rw [hT, Complex.add_im]
    ring)
  have h0 : R 0 = 1 / z := by rw [hR]; simp
  rw [Complex.imCLM_apply, Complex.sub_im, ← h0] at hU
  have e : -((π : ℂ) * Complex.cot (π * z)).im = P + -(R 0).im + Q := by linarith
  rw [e]
  exact HasSum.of_add_one_of_neg_add_one (f := fun m : ℤ => -(R m).im) hP hQ

/-- Minus the imaginary part of the cotangent at the complex phase `a + i b`, with `b > 0`, in terms
of real functions. -/
theorem cot_im (a : ℝ) {b : ℝ} (hb : 0 < b) :
    -(Complex.cot ((a : ℂ) + b * Complex.I)).im
      = Real.sinh (2 * b) / (Real.cosh (2 * b) - Real.cos (2 * a)) := by
  have hs : Complex.sin ((a : ℂ) + b * Complex.I)
      = ⟨Real.sin a * Real.cosh b, Real.cos a * Real.sinh b⟩ := by
    rw [Complex.sin_add_mul_I, ← Complex.ofReal_sin, ← Complex.ofReal_cos,
      ← Complex.ofReal_sinh, ← Complex.ofReal_cosh]
    apply Complex.ext <;> simp only [Complex.add_re, Complex.add_im, Complex.mul_re,
      Complex.mul_im, Complex.ofReal_re, Complex.ofReal_im, Complex.I_re, Complex.I_im] <;> ring
  have hc : Complex.cos ((a : ℂ) + b * Complex.I)
      = ⟨Real.cos a * Real.cosh b, -(Real.sin a * Real.sinh b)⟩ := by
    rw [Complex.cos_add_mul_I, ← Complex.ofReal_sin, ← Complex.ofReal_cos,
      ← Complex.ofReal_sinh, ← Complex.ofReal_cosh]
    apply Complex.ext <;> simp only [Complex.sub_re, Complex.sub_im, Complex.mul_re,
      Complex.mul_im, Complex.ofReal_re, Complex.ofReal_im, Complex.I_re, Complex.I_im] <;> ring
  have h1 := Real.sin_sq_add_cos_sq a
  have hD : Real.sin a * Real.cosh b * (Real.sin a * Real.cosh b)
      + Real.cos a * Real.sinh b * (Real.cos a * Real.sinh b)
      = (Real.cosh (2 * b) - Real.cos (2 * a)) / 2 := by
    rw [Real.cosh_two_mul, Real.cos_two_mul]
    linear_combination Real.cosh b ^ 2 * h1 - (Real.cos a ^ 2 - 1 / 2) * Real.cosh_sq b
  have hpos : Real.cosh (2 * b) - Real.cos (2 * a) ≠ 0 := by
    have := Real.one_lt_cosh.2 (mul_pos two_pos hb).ne'
    linarith [Real.cos_le_one (2 * a)] |> fun h : 0 < _ - _ => h.ne'
  rw [Complex.cot, hs, hc, Complex.div_im, Complex.normSq_mk, hD, Real.sinh_two_mul]
  generalize Real.cosh (2 * b) - Real.cos (2 * a) = D
  linear_combination (2 * Real.sinh b * Real.cosh b / D) * h1

/-- For `d, w > 0` the sum over all transitions converges, with a closed form for the gain. -/
theorem hasSum_gainComb {d w : ℝ} (hd : 0 < d) (hw : 0 < w) (x : ℝ) :
    HasSum (fun n : ℤ => d * lorentzian w (x - n * d))
      (Real.sinh (2 * π * w / d) / (Real.cosh (2 * π * w / d) - Real.cos (2 * π * x / d))) := by
  have h := (hasSum_lines ⟨x / d, w / d⟩ (div_pos hw hd)).mul_left (1 / π)
  have e1 : ∀ n : ℤ, d * lorentzian w (x - n * d)
      = 1 / π * (w / d / ((x / d - n) ^ 2 + (w / d) ^ 2)) := fun n => by
    have hp : (x - n * d) ^ 2 + w ^ 2 ≠ 0 := by positivity
    have e : x / d - n = (x - n * d) / d := by rw [sub_div, mul_div_cancel_right₀ _ hd.ne']
    rw [lorentzian, e, div_pow, div_pow, ← add_div]
    generalize (x - n * d) ^ 2 + w ^ 2 = A at hp ⊢
    field_simp
  have e : (π : ℂ) * ⟨x / d, w / d⟩
      = ((π * (x / d) : ℝ) : ℂ) + ((π * (w / d) : ℝ) : ℂ) * Complex.I := by
    apply Complex.ext <;> simp
  rw [e, Complex.im_ofReal_mul, ← mul_neg, cot_im _ (by positivity), ← mul_assoc (1 / π) π,
    one_div_mul_cancel Real.pi_ne_zero, one_mul,
    show 2 * (π * (w / d)) = 2 * π * w / d by ring,
    show 2 * (π * (x / d)) = 2 * π * x / d by ring] at h
  simp only [e1]
  exact h

/-- For `d, w > 0` the gain differs from the continuum value 1 by at most
`2 / (exp (2πw/d) - 1)` at every energy, and exceeds it by exactly this amount at `x = 0`. -/
theorem gain_ripple {d w : ℝ} (hd : 0 < d) (hw : 0 < w) :
    (∀ x, |gainComb d w x - 1| ≤ 2 / (Real.exp (2 * π * w / d) - 1)) ∧
      gainComb d w 0 - 1 = 2 / (Real.exp (2 * π * w / d) - 1) := by
  have G := fun x => (hasSum_gainComb hd hw x).tsum_eq
  have ha : 0 < 2 * π * w / d := by positivity
  simp only [gainComb, G, Real.sinh_eq, Real.cosh_eq]
  generalize 2 * π * w / d = a at ha ⊢
  have hE : 0 < Real.exp a - 1 := sub_pos.2 (Real.one_lt_exp_iff.2 ha)
  have hy : Real.exp a * Real.exp (-a) = 1 := by
    rw [← Real.exp_add, add_neg_cancel, Real.exp_zero]
  have hy0 := Real.exp_pos (-a)
  generalize Real.exp a = E at hE hy ⊢
  generalize Real.exp (-a) = y at hy hy0 ⊢
  have h2 : 0 < E - 2 + y := by
    rw [show E - 2 + y = y * (E - 1) ^ 2 by linear_combination (2 - E) * hy]
    positivity
  constructor
  · intro x
    have c1 := Real.cos_le_one (2 * π * x / d)
    have c2 := Real.neg_one_le_cos (2 * π * x / d)
    generalize Real.cos (2 * π * x / d) = c at c1 c2 ⊢
    have hK : 0 < (E + y) / 2 - c := by linarith
    rw [div_sub_one hK.ne', abs_div, abs_of_pos hK, div_le_div_iff₀ hK hE]
    -- the bound is linear in the cosine, so its two extreme values decide
    have p1 : 0 ≤ (1 - c) * (E + 1) := mul_nonneg (by linarith) (by linarith)
    have p2 : 0 ≤ (1 - c) * (1 + y) := mul_nonneg (by linarith) (by linarith)
    have p3 : 0 ≤ (1 + c) * (E - 2 + y) := mul_nonneg (by linarith) h2.le
    rcases abs_cases ((E - y) / 2 - ((E + y) / 2 - c)) with h | h <;> rw [h.1] <;> nlinarith
  · have hK : 0 < (E + y) / 2 - 1 := by linarith
    rw [mul_zero, zero_div, Real.cos_zero, div_sub_one hK.ne', div_eq_div_iff hK.ne' hE.ne']
    linear_combination (-1) * hy

/-- For `d, w, ε > 0` the gain is within `ε` of the continuum value at every energy exactly
when the spacing `d` is at most `2πw / log (1 + 2/ε)`. -/
theorem smooth_gain_iff {d w ε : ℝ} (hd : 0 < d) (hw : 0 < w) (hε : 0 < ε) :
    (∀ x, |gainComb d w x - 1| ≤ ε) ↔ d ≤ 2 * π * w / Real.log (1 + 2 / ε) := by
  obtain ⟨bound, peak⟩ := gain_ripple hd hw
  have ha : 0 < 2 * π * w / d := by positivity
  have hE : 0 < Real.exp (2 * π * w / d) - 1 := sub_pos.2 (Real.one_lt_exp_iff.2 ha)
  have hq : 0 < 2 / ε := by positivity
  have hL : 0 < Real.log (1 + 2 / ε) := Real.log_pos (by linarith)
  have h1 : (∀ x, |gainComb d w x - 1| ≤ ε) ↔ 2 / (Real.exp (2 * π * w / d) - 1) ≤ ε :=
    ⟨fun h => peak.symm.le.trans ((le_abs_self _).trans (h 0)), fun h x => (bound x).trans h⟩
  rw [h1, div_le_comm₀ hE hε, le_sub_iff_add_le', ← Real.log_le_iff_le_exp (by linarith),
    le_div_iff₀ hd, le_div_iff₀ hL, mul_comm]

end

end LorentzianGainComb
```

```lean
#print axioms LorentzianGainComb.summable_lines
-- 'LorentzianGainComb.summable_lines' depends on axioms: [propext, Classical.choice, Quot.sound]
#print axioms LorentzianGainComb.smooth_gain_iff
-- 'LorentzianGainComb.smooth_gain_iff' depends on axioms: [propext, Classical.choice, Quot.sound]
```

## How the lemmas fit together

`summable_lines` compares the lines with a multiple of $1/n^2$, treating $n=0$ separately. `hasSum_lines` sums them through the cotangent, and `cot_im` carries out the split into real and imaginary parts (its `a` and `b` are $\alpha$ and $\beta$ above). `hasSum_gainComb` then rescales energies by $d$.

In `gain_ripple`, $e^a$ and $e^{-a}$ become variables `E` and `y` with product 1 (this `E` is not an energy). Once denominators are cleared, the inequality is linear in the cosine for either sign of the deviation, and `nlinarith` closes both cases. `smooth_gain_iff` uses the bound in one direction and the peak at $x=0$ in the other.

## A closer look at `cot_series_rep'`

This Mathlib theorem writes $\pi\cot\pi z-1/z$ as an infinite sum over pairs of opposite poles. Single poles decay only like $1/n$, so the pairing matters. To take imaginary parts term by term, the proof first needs convergence of the pairs. With $R_m=1/(z-m)$,
$$R_m+R_{-m}=2z\,R_mR_{-m},\qquad |R_mR_{-m}|\le\tfrac12\left(|R_m|^2+|R_{-m}|^2\right),$$
and $|R_m|^2=-\operatorname{Im}R_m/\operatorname{Im}z$ is a Lorentzian line up to a constant factor, already known to be summable. Finally, `HasSum.of_add_one_of_neg_add_one` joins the positive, zero and negative indices into one sum over `ℤ`.
